# The lower level of a two-level system: its Brillouin–Wigner equation and an error bound for fourth-order Rayleigh–Schrödinger theory

## Hamiltonian, levels and energy zero

Take two orthonormal states, numbered 0 and 1 as in the code, with unperturbed energies \(0\) and \(d\). The real number \(d\) is the gap when it is positive. A complex coupling \(v\) connects the states, and the perturbation has no diagonal elements:

\[
H=\begin{pmatrix}0 & v\\ v^* & d\end{pmatrix}.
\]

The energy zero is thus the unperturbed energy of state 0, and \(d\) and \(v\) are in the same energy units.

```lean
import Mathlib

open Matrix Filter Topology ComplexConjugate

namespace TwoLevelBrillouinWigner

noncomputable section
```

In the code, `conj v` is \(v^*\), and the real `d` is read as a complex number where it enters the matrix.

```lean
/-- The two-level Hamiltonian with unperturbed energies `0` and `d` and complex coupling `v`. -/
def hamiltonian (d : ℝ) (v : ℂ) : Matrix (Fin 2) (Fin 2) ℂ :=
  !![0, v; conj v, (d : ℂ)]
```

A real number \(x\) is a level if \(H\psi=x\psi\) for some \(\psi\neq0\). Restricting \(x\) to real values loses nothing, since \(H\) is Hermitian. The vector need not be normalised.

```lean
/-- The real number `x` is an energy level: the Schrödinger equation `H ψ = x ψ` has a
nonzero solution. -/
def IsLevel (d : ℝ) (v : ℂ) (x : ℝ) : Prop :=
  ∃ ψ : Fin 2 → ℂ, ψ ≠ 0 ∧ hamiltonian d v *ᵥ ψ = (x : ℂ) • ψ
```

Write \(s\) for the coupling strength. Physically \(s=|v|\), written `‖v‖` in Lean, but the formula makes sense for every real \(s\):

\[
E=\frac d2-\sqrt{\frac{d^2}{4}+s^2}.
\]

At this stage `lowerEnergy` is only a formula; its connection with \(H\) is proved below.

```lean
/-- The closed formula `E = d/2 - √(d²/4 + s²)` for gap `d` and coupling strength `s`. -/
def lowerEnergy (d s : ℝ) : ℝ := d / 2 - √(d ^ 2 / 4 + s ^ 2)
```

## Eliminating the amplitude of state 1

Written out for the amplitudes \(\psi_0\) and \(\psi_1\), the Schrödinger equation is

\[
v\psi_1=x\psi_0,\qquad v^*\psi_0+d\,\psi_1=x\psi_1 .
\]

```lean
/-- The Schrödinger equation of the two-level system, written out for the two amplitudes. -/
theorem schrodinger_components (d x : ℝ) (v : ℂ) (ψ : Fin 2 → ℂ) :
    hamiltonian d v *ᵥ ψ = (x : ℂ) • ψ ↔
      v * ψ 1 = x * ψ 0 ∧ conj v * ψ 0 + d * ψ 1 = x * ψ 1 := by
  rw [funext_iff, Fin.forall_fin_two]
  simp [hamiltonian, Matrix.mulVec, dotProduct, Fin.sum_univ_two]
```

Let \(x\neq d\). The second equation gives \(\psi_1=v^*\psi_0/(x-d)\). If \(\psi_0\) were zero, \(\psi_1\) would vanish too, so \(\psi_0\neq0\) for a nonzero solution. Inserting \(\psi_1\) into the first equation and cancelling \(\psi_0\) leaves

\[
x=\frac{|v|^2}{x-d}.
\]

Conversely, if \(x\) solves this equation, then \(x(x-d)=|v|^2\), and the vector \((x-d,\;v^*)\) satisfies both component equations. It is nonzero because \(x\neq d\). Divided by \(\sqrt{(x-d)^2+|v|^2}\), it is a normalised eigenvector.

This is the second-order Brillouin–Wigner equation, with the unknown energy in its own denominator. It is exact here because there is a single excited state and the perturbation has no diagonal part.

```lean
/-- Partitioning: a real energy `x` different from the unperturbed energy `d` of state 1 is a level
exactly when it solves the Brillouin-Wigner equation `x = |v|²/(x - d)`. -/
theorem isLevel_iff_brillouinWigner {d x : ℝ} (v : ℂ) (hx : x ≠ d) :
    IsLevel d v x ↔ x = ‖v‖ ^ 2 / (x - d) := by
  have hxd : (x : ℂ) - d ≠ 0 := sub_ne_zero.2 (by exact_mod_cast hx)
  have hv : v * conj v = ((‖v‖ ^ 2 : ℝ) : ℂ) := by
    rw [Complex.mul_conj, Complex.normSq_eq_norm_sq]
  rw [eq_div_iff (sub_ne_zero.2 hx)]
  constructor
  · rintro ⟨ψ, hψ, h⟩
    obtain ⟨h1, h2⟩ := (schrodinger_components d x v ψ).1 h
    -- the amplitude of state 0 cannot vanish
    have h0 : ψ 0 ≠ 0 := by
      intro h0
      have h3 : ((x : ℂ) - d) * ψ 1 = 0 := by
        rw [h0] at h2
        linear_combination -h2
      have h4 : ψ 1 = 0 := (mul_eq_zero.1 h3).resolve_left hxd
      exact hψ (funext (Fin.forall_fin_two.2 ⟨h0, h4⟩))
    -- eliminate the amplitude of state 1
    have h5 : (x : ℂ) * (x - d) = v * conj v := by
      apply mul_left_cancel₀ h0
      linear_combination (-((x : ℂ) - d)) * h1 - v * h2
    rw [hv] at h5
    exact_mod_cast h5
  · intro h
    have hc : (x : ℂ) * (x - d) = v * conj v := by
      rw [hv, ← h]
      push_cast
      ring
    refine ⟨![(x : ℂ) - d, conj v], fun h0 => hxd (congrFun h0 0), ?_⟩
    rw [schrodinger_components]
    change v * conj v = x * ((x : ℂ) - d) ∧
      conj v * ((x : ℂ) - d) + d * conj v = x * conj v
    exact ⟨hc.symm, by ring⟩
```

The proof works with the product form \(x(x-d)=|v|^2\), which `eq_div_iff` supplies. In the forward direction, `h0` shows \(\psi_0\neq0\), and `h5` combines the two component equations so that \(\psi_0\) can be cancelled. The condition `hx` excludes the case in which the elimination would divide by zero: at \(v=0\) the energy \(d\) is a level, with state 1 as an eigenvector.

The same elimination, with a matrix in place of the number \(x-d\), leads to effective Hamiltonians in electronic structure theory; in this model the eliminated space is one state.

## The closed formula is the ground-state energy

From the definition, \(E-d/2=-\sqrt{d^2/4+s^2}\). Squaring gives \(E^2-dE+d^2/4=d^2/4+s^2\), hence

\[
E(E-d)=s^2 .
\]

```lean
/-- The energy `E` satisfies the secular equation `E (E - d) = s²`. -/
theorem secular_equation (d s : ℝ) :
    lowerEnergy d s * (lowerEnergy d s - d) = s ^ 2 := by
  have h := Real.sq_sqrt (show 0 ≤ d ^ 2 / 4 + s ^ 2 by positivity)
  unfold lowerEnergy
  linear_combination h
```

The root is at least \(|d|/2\), and \(|d|/2\ge d/2\), so \(E\le0\).

```lean
/-- The energy `E` is never above `0`, the unperturbed energy of state 0. -/
theorem lowerEnergy_nonpos (d s : ℝ) : lowerEnergy d s ≤ 0 := by
  have h : |d / 2| ≤ √(d ^ 2 / 4 + s ^ 2) :=
    Real.abs_le_sqrt (by nlinarith [sq_nonneg s])
  have h' := le_abs_self (d / 2)
  unfold lowerEnergy
  linarith
```

Now let \(d>0\) and \(s=|v|\). Then \(E\le0<d\), so the secular equation can be divided by \(E-d\), and the partitioning result makes \(E\) a level. To see that no level lies lower, let \(x\) be any level. If \(x=d\), then \(E<x\). Otherwise \(x(x-d)=s^2\). Suppose that \(x<E\). Then

\[
x(x-d)-E(E-d)=(E-x)(d-x-E)>0,
\]

because \(x<E\le0<d\) makes both factors positive. But both products on the left equal \(s^2\), a contradiction.

```lean
/-- For a gap `d > 0`, the closed formula at `s = |v|` is the ground-state energy, the least
level of the two-level Hamiltonian. -/
theorem lowerEnergy_isLeast {d : ℝ} (hd : 0 < d) (v : ℂ) :
    IsLeast {x : ℝ | IsLevel d v x} (lowerEnergy d ‖v‖) := by
  have hE := lowerEnergy_nonpos d ‖v‖
  have hq := secular_equation d ‖v‖
  have hne : lowerEnergy d ‖v‖ ≠ d := by linarith [hE, hd] |> fun h => ne_of_lt h
  constructor
  · exact (isLevel_iff_brillouinWigner v hne).2 ((eq_div_iff (sub_ne_zero.2 hne)).2 hq)
  · intro x hx
    by_cases hxd : x = d
    · linarith
    · have h := (eq_div_iff (sub_ne_zero.2 hxd)).1 ((isLevel_iff_brillouinWigner v hxd).1 hx)
      by_contra hlt
      have hlt' : x < lowerEnergy d ‖v‖ := lt_of_not_ge hlt
      -- below `E` the secular polynomial is strictly larger than `|v|²`
      have h1 : 0 < lowerEnergy d ‖v‖ - x := by linarith
      have h2 : 0 < d - x - lowerEnergy d ‖v‖ := by linarith
      nlinarith [mul_pos h1 h2]
```

`IsLeast` contains both parts: \(E\) belongs to the set of levels, and it is a lower bound for that set. The final `nlinarith` receives the product of the two positive factors and finds the contradiction. The Brillouin–Wigner equation alone would not single out \(E\), since for \(s\neq0\) the upper level solves it as well.

## The exact remainder after fourth order

Rayleigh–Schrödinger theory for state 0 gives \(-s^2/d+s^4/d^3\) through fourth order. Substitute \(s^2=E(E-d)\) to find the error. First,

\[
E+\frac{s^2}{d}=E+\frac{E^2-dE}{d}=\frac{E^2}{d},
\]

and then

\[
E+\frac{s^2}{d}-\frac{s^4}{d^3}
=\frac{E^2\left[d^2-(E-d)^2\right]}{d^3}
=\frac{E^3(2d-E)}{d^3}.
\]

```lean
/-- For `d ≠ 0`, the difference between `E` and the fourth-order expression `-s²/d + s⁴/d³` is
exactly `E³ (2d - E)/d³`. -/
theorem remainder_eq {d : ℝ} (hd : d ≠ 0) (s : ℝ) :
    lowerEnergy d s + s ^ 2 / d - s ^ 4 / d ^ 3 =
      lowerEnergy d s ^ 3 * (2 * d - lowerEnergy d s) / d ^ 3 := by
  have h := secular_equation d s
  generalize lowerEnergy d s = E at h ⊢
  have h4 : s ^ 4 = (E * (E - d)) ^ 2 := by rw [h]; ring
  rw [h4, ← h]
  field_simp
  ring
```

After `generalize`, the square root is gone and only the secular equation for a real number `E` remains; `field_simp` and `ring` complete the algebra.

## The Brillouin–Wigner equation and the error bound

Let \(d>0\) and put \(y=-E\ge0\). The remainder becomes \(-y^3(2d+y)/d^3\), which is at most zero. For the lower bound, use \(s^2=y(y+d)\), so that \(s^6=y^3(y+d)^3\). Then

\[
-\frac{y^3(2d+y)}{d^3}+\frac{2s^6}{d^5}
=\frac{y^3\left[2(y+d)^3-d^2(2d+y)\right]}{d^5}
=\frac{y^3\left(2y^3+6y^2d+5yd^2\right)}{d^5}\ge0 .
\]

Together with the equation for \(E\), this gives, for every real \(s\),

\[
E<d,\qquad E=\frac{s^2}{E-d},\qquad
-\frac{2s^6}{d^5}\le E+\frac{s^2}{d}-\frac{s^4}{d^3}\le0 .
\]

```lean
/-- For a gap `d > 0`, the energy `E` lies below `d`, solves the second-order Brillouin-Wigner
equation, and agrees with the Rayleigh-Schrödinger terms `-s²/d + s⁴/d³` up to an error
between `-2s⁶/d⁵` and `0`. -/
theorem brillouinWigner_expansion {d : ℝ} (hd : 0 < d) (s : ℝ) :
    lowerEnergy d s < d ∧
    lowerEnergy d s = s ^ 2 / (lowerEnergy d s - d) ∧
    -2 * s ^ 6 / d ^ 5 ≤ lowerEnergy d s + s ^ 2 / d - s ^ 4 / d ^ 3 ∧
    lowerEnergy d s + s ^ 2 / d - s ^ 4 / d ^ 3 ≤ 0 := by
  have hE := lowerEnergy_nonpos d s
  have h := secular_equation d s
  have hlt : lowerEnergy d s < d := by linarith
  refine ⟨hlt, (eq_div_iff (sub_ne_zero.2 hlt.ne)).2 h, ?_⟩
  rw [remainder_eq hd.ne' s]
  -- write `E = -y` with `y ≥ 0`
  obtain ⟨y, hy⟩ : ∃ y, lowerEnergy d s = -y := ⟨-lowerEnergy d s, by ring⟩
  rw [hy] at hE h ⊢
  have hy0 : 0 ≤ y := by linarith
  constructor
  · have h6 : s ^ 6 = (-y * (-y - d)) ^ 3 := by rw [h]; ring
    have key : (-y) ^ 3 * (2 * d - -y) / d ^ 3 - -2 * s ^ 6 / d ^ 5 =
        y ^ 3 * (2 * y ^ 3 + 6 * y ^ 2 * d + 5 * y * d ^ 2) / d ^ 5 := by
      rw [h6]
      field_simp
      ring
    have hpos : 0 ≤ y ^ 3 * (2 * y ^ 3 + 6 * y ^ 2 * d + 5 * y * d ^ 2) / d ^ 5 := by
      positivity
    linarith
  · have hpos : 0 ≤ y ^ 3 * (2 * d + y) / d ^ 3 := by positivity
    have key : (-y) ^ 3 * (2 * d - -y) / d ^ 3 = -(y ^ 3 * (2 * d + y) / d ^ 3) := by ring
    linarith
```

The first of the four statements ensures that the denominator in the second is nonzero. The two `key` identities are the rearrangements above, and `positivity` reads off the signs from \(y\ge0\) and \(d>0\).

For this two-level model, the bound tells a user of perturbation theory that the fourth-order energy never lies below the exact one, and by how much it can lie above. It holds at any coupling, but the allowed error grows as \(s^6\): at \(s=d\) it is \(2d\), more than three times \(|E|\). It does not address the convergence of the full series or systems with more levels.

**Numbers for \(d=8\), \(s=3\).** The root is \(\sqrt{16+9}=5\), so \(E=4-5=-1\), and indeed \(9/(-1-8)=-1\). The fourth-order energy is \(-9/8+81/512=-495/512\). The error is \(-1+495/512=-17/512\approx-0.033\), in agreement with \(E^3(2d-E)/d^3\). The lower bound is \(-2\cdot729/8^5\approx-0.044\).

**A negative \(d\).** With \(d=-8\) and \(s=3\), the formula gives \(E=-4-5=-9\). The Brillouin–Wigner equation still holds, since \(9/(-9+8)=-9\). The difference \(E+s^2/d-s^4/d^3\), however, is \(-9-9/8+81/512\approx-9.97\), while the proposed lower bound is \(-2\cdot729/(-8)^5\approx+0.044\), so the lower inequality fails. State 0 is now the upper unperturbed state, and the perturbation terms describe the level that starts from it, whereas \(E\) starts from \(-8\). The hypothesis \(d>0\) says that the expansion is made about the non-degenerate lower state.

## The constant 2 is optimal at weak coupling

Let \(d>0\) again. For \(s\neq0\), the equation \(s^2=E(E-d)\) shows that neither \(E\) nor \(E-d\) is zero. Dividing the exact remainder by \(s^6=E^3(E-d)^3\) therefore gives

\[
\frac{1}{s^6}\left(E+\frac{s^2}{d}-\frac{s^4}{d^3}\right)
=\frac{2d-E}{d^3(E-d)^3}.
\]

As \(s\to0\), continuity gives \(E\to0\), and the right-hand side tends to \(2d/(-d^6)=-2/d^5\). A lower bound \(-c\,s^6/d^5\) with \(c<2\) would thus fail for small enough nonzero \(s\).

```lean
/-- For a gap `d > 0`, the remainder `E + s²/d - s⁴/d³` divided by `s⁶` tends to `-2/d⁵` as `s`
tends to `0` through nonzero values. -/
theorem remainder_sharp {d : ℝ} (hd : 0 < d) :
    Tendsto (fun s : ℝ => (lowerEnergy d s + s ^ 2 / d - s ^ 4 / d ^ 3) / s ^ 6)
      (𝓝[≠] 0) (𝓝 (-2 / d ^ 5)) := by
  have hc : Continuous (lowerEnergy d) := by
    change Continuous (fun s : ℝ => d / 2 - √(d ^ 2 / 4 + s ^ 2))
    fun_prop
  have h0 : lowerEnergy d 0 = 0 := by
    unfold lowerEnergy
    rw [show d ^ 2 / 4 + (0 : ℝ) ^ 2 = (d / 2) ^ 2 by ring, Real.sqrt_sq (by positivity),
      sub_self]
  have ht : Tendsto (lowerEnergy d) (𝓝[≠] 0) (𝓝 0) := by
    have h := hc.tendsto 0
    rw [h0] at h
    exact h.mono_left nhdsWithin_le_nhds
  have hden : d ^ 3 * (0 - d) ^ 3 ≠ 0 :=
    mul_ne_zero (pow_ne_zero _ hd.ne') (pow_ne_zero _ (sub_ne_zero.2 hd.ne))
  have hg : Tendsto (fun s => (2 * d - lowerEnergy d s) / (d ^ 3 * (lowerEnergy d s - d) ^ 3))
      (𝓝[≠] 0) (𝓝 ((2 * d - 0) / (d ^ 3 * (0 - d) ^ 3))) :=
    (tendsto_const_nhds.sub ht).div
      (tendsto_const_nhds.mul ((ht.sub tendsto_const_nhds).pow 3)) hden
  have hval : (2 * d - 0) / (d ^ 3 * (0 - d) ^ 3) = -2 / d ^ 5 := by
    rw [div_eq_div_iff hden (pow_ne_zero _ hd.ne')]
    ring
  rw [hval] at hg
  refine hg.congr' ?_
  filter_upwards [self_mem_nhdsWithin] with s hs
  have hs0 : s ≠ 0 := hs
  rw [remainder_eq hd.ne' s]
  have h := secular_equation d s
  generalize lowerEnergy d s = E at h ⊢
  -- for nonzero coupling both factors of `s² = E (E - d)` are nonzero
  have hprod : E * (E - d) ≠ 0 := by rw [h]; exact pow_ne_zero _ hs0
  have hEd : E - d ≠ 0 := right_ne_zero_of_mul hprod
  have h6 : s ^ 6 = (E * (E - d)) ^ 3 := by rw [h]; ring
  rw [h6, div_div, div_eq_div_iff
    (mul_ne_zero (pow_ne_zero _ hd.ne') (pow_ne_zero _ hEd))
    (mul_ne_zero (pow_ne_zero _ hd.ne') (pow_ne_zero _ hprod))]
  ring

end

end TwoLevelBrillouinWigner
```

The filter `𝓝[≠] 0` expresses that \(s\) approaches zero without being equal to it. The proof first finds the limit of the simplified quotient (`hg` and `hval`), then uses `congr'` to pass to the original one, with which it agrees at every nonzero \(s\).

```lean
#print axioms TwoLevelBrillouinWigner.lowerEnergy_isLeast
#print axioms TwoLevelBrillouinWigner.brillouinWigner_expansion
#print axioms TwoLevelBrillouinWigner.remainder_sharp
```

```
'TwoLevelBrillouinWigner.lowerEnergy_isLeast' depends on axioms: [propext, Classical.choice, Quot.sound]
'TwoLevelBrillouinWigner.brillouinWigner_expansion' depends on axioms: [propext, Classical.choice, Quot.sound]
'TwoLevelBrillouinWigner.remainder_sharp' depends on axioms: [propext, Classical.choice, Quot.sound]
```
